# The trace of an operator affine in J·I, for nuclear spin 1/2, comes from its constant part alone

The theorem `trace_affine` concerns operators on the product of a `d`-dimensional space with a nuclear spin 1/2. It states that a J·I + b·1 has trace 2db for all complex a and b, so the scalar coupling J·I contributes nothing. The matrices standing for J_z, J₊ and J₋ are arbitrary complex `d` × `d` matrices, with no commutation relations assumed. The proof first shows that J·I is traceless, because its diagonal blocks are J_z/2 and −J_z/2, and then uses linearity and the trace of the identity.

Lean 4 with Mathlib refuses this proof:

```lean
import Mathlib

namespace HyperfineStrengths

noncomputable section

/-- Operators on a space of dimension `d = 2j + 1`. -/
abbrev Op (d : ℕ) := Matrix (Fin d) (Fin d) ℂ

/-- Operators on the product of a `d`-dimensional space with a spin 1/2, in blocks labelled by
nuclear spin up, down. -/
abbrev JointOp (d : ℕ) := Matrix (Fin d ⊕ Fin d) (Fin d ⊕ Fin d) ℂ

/-- The operators `J_z`, `J₊` and `J₋`. -/
structure Ladder (d : ℕ) where
  z : Op d
  up : Op d
  dn : Op d

variable {d : ℕ} {J : Ladder d}

/-- The scalar coupling `J·I = J_z I_z + (J₊ I₋ + J₋ I₊)/2`. -/
def coupling (J : Ladder d) : JointOp d :=
  Matrix.fromBlocks ((1/2 : ℂ) • J.z) ((1/2 : ℂ) • J.dn) ((1/2 : ℂ) • J.up) ((-(1/2) : ℂ) • J.z)

/-- Only the constant part of an operator affine in `J·I` contributes to its trace. -/
theorem trace_affine (J : Ladder d) (a b : ℂ) :
    (a • coupling J + b • (1 : JointOp d)).trace = b * (2 * d) := by
  have h : (coupling J).trace = 0 := by
    rw [coupling, Matrix.trace_fromBlocks, Matrix.trace_smul, Matrix.trace_smul]
    module
  rw [Matrix.trace_add, Matrix.trace_smul, Matrix.trace_smul, h, Matrix.trace_one]
  simp only [Fintype.card_sum, Fintype.card_fin, smul_eq_mul]
  push_cast
  ring

end

end HyperfineStrengths
```

The compiler's answer:

```
Main.lean:30:18: error(lean.unknownIdentifier): Unknown constant `Matrix.trace_fromBlocks`
```

The message says that Lean knows no constant called `Matrix.trace_fromBlocks`. The proof relied on that name to split the trace of a block matrix into the traces of its diagonal blocks, so the `rw` fails there.

The repair does the splitting from the definition of the trace. `Matrix.trace` and `Matrix.diag_apply` turn the trace into a sum of diagonal entries, and `Fintype.sum_sum_type` separates that sum into one part for each nuclear spin state. The two `Matrix.fromBlocks_apply` lemmas then read the entries from the diagonal blocks.

The factors 1/2 and −1/2 were to be taken out by `Matrix.trace_smul`. With the traces now written as sums, `Matrix.smul_apply` brings each factor to the entries and `← Finset.smul_sum` takes it outside the sum. What remains is 1/2 and −1/2 times the same sum, which the unchanged `module` cancels.

The mended proof, as a diff:

```diff
@@ -28,5 +28,7 @@
     (a • coupling J + b • (1 : JointOp d)).trace = b * (2 * d) := by
   have h : (coupling J).trace = 0 := by
-    rw [coupling, Matrix.trace_fromBlocks, Matrix.trace_smul, Matrix.trace_smul]
+    simp only [coupling, Matrix.trace, Matrix.diag_apply, Fintype.sum_sum_type,
+      Matrix.fromBlocks_apply₁₁, Matrix.fromBlocks_apply₂₂, Matrix.smul_apply,
+      ← Finset.smul_sum]
     module
   rw [Matrix.trace_add, Matrix.trace_smul, Matrix.trace_smul, h, Matrix.trace_one]
```
